# A unitary matrix $W$ commutes with time reversal $x\mapsto J\bar x$ exactly when $W^{T}JW=J$

With spin-orbit coupling, the one-electron states of a time-reversal-symmetric system are spinors that come in Kramers pairs. Suppose a finite orthonormal basis of such pairs is rotated by a unitary matrix $W$, so that the components $x$ of a state become $Wx$. Time reversal $T$ then takes the form $WTW^{-1}$ in the new components. It keeps its old form precisely when $W$ commutes with $T$. The new basis is then paired in the same way as the old one, including the phases that relate the two members of each pair. Since $T$ is antilinear, it is useful to have an equivalent condition on the matrix $W$ alone.

## Time reversal on a finite set of Kramers pairs

Let the finite type `n` label the pairs. The sum type `n ⊕ n` then labels the basis states, with `inl` for the first member of each pair (spin up, say) and `inr` for the second.

```lean
import Mathlib

open Matrix

namespace QuaternionicTimeReversal

variable {n : Type*} [Fintype n] [DecidableEq n]
```

In this splitting,
$$J=\begin{pmatrix}0&1\\-1&0\end{pmatrix},$$
where each entry is a block. For one pair this is $i\sigma_y$.

```lean
/-- The matrix `J` with blocks `0, 1, -1, 0`. -/
def kramersJ (n : Type*) [DecidableEq n] : Matrix (n ⊕ n) (n ⊕ n) ℂ :=
  fromBlocks 0 1 (-1) 0
```

Time reversal is $Tx=J\bar x$, where the bar denotes complex conjugation of each component. On a pair of components it acts as $(u,v)\mapsto(\bar v,-\bar u)$. This form is postulated. It expresses a phase convention for the basis: $T$ takes the second member of each pair to the first, and the first to minus the second. Spin-up and spin-down states that share a real spatial orbital are an example, up to the overall sign of $T$, which is a matter of convention. In Lean, `star x` is the conjugated vector and `*ᵥ` applies a matrix to a vector.

```lean
/-- Time reversal: the antilinear map `x ↦ J conj(x)`. -/
def timeReversal (x : n ⊕ n → ℂ) : n ⊕ n → ℂ := kramersJ n *ᵥ star x
```

Commutation means $WTx=TWx$ for every vector $x$. The definition makes sense for any matrix, unitary or not.

```lean
/-- The matrix `W` commutes with time reversal on every state vector. -/
def CommutesWithT (W : Matrix (n ⊕ n) (n ⊕ n) ℂ) : Prop :=
  ∀ x, W *ᵥ timeReversal x = timeReversal (W *ᵥ x)
```

The compact symplectic group is defined here as the intersection of the unitary group with Mathlib's complex symplectic group. Its compactness and its description by quaternionic matrices are not treated.

```lean
/-- The compact symplectic group: matrices that are both unitary and symplectic. -/
def compactSymplecticGroup (n : Type*) [Fintype n] [DecidableEq n] :
    Submonoid (Matrix (n ⊕ n) (n ⊕ n) ℂ) :=
  unitaryGroup (n ⊕ n) ℂ ⊓ symplecticGroup n ℂ
```

## The sign of $T^2$ and the symplectic form

Block multiplication gives $J^2=-1$.

```lean
private lemma J_sq : kramersJ n * kramersJ n = -1 := by
  rw [kramersJ, fromBlocks_multiply, ← fromBlocks_one, fromBlocks_neg]
  simp
```

Exchanging the off-diagonal blocks gives $J^{T}=-J$.

```lean
omit [Fintype n] in
private lemma J_transpose : (kramersJ n)ᵀ = -kramersJ n := by
  simp [kramersJ, fromBlocks_transpose, fromBlocks_neg]
```

The entries of $J$ are real, so $\bar J=J$.

```lean
omit [Fintype n] in
private lemma J_conj : (kramersJ n).map star = kramersJ n := by
  ext i j
  rcases i with i | i <;> rcases j with j | j <;> by_cases h : i = j <;>
    simp [kramersJ, h]
```

Conjugating a matrix-vector product conjugates both factors: $\overline{Wx}=\bar W\bar x$. The code writes $\bar W$ as `W.map star`, which conjugates the entries without transposing.

```lean
omit [DecidableEq n] in
private lemma star_mulVec_conj (W : Matrix (n ⊕ n) (n ⊕ n) ℂ) (x : n ⊕ n → ℂ) :
    star (W *ᵥ x) = W.map star *ᵥ star x := by
  ext i
  simp only [Pi.star_apply, Matrix.mulVec, dotProduct, star_sum, star_mul', Matrix.map_apply]
```

These facts combine to
$$T^2x=J\,\overline{J\bar x}=J^2x=-x .$$

```lean
/-- Time reversal applied twice reverses the sign of every state vector. -/
theorem timeReversal_timeReversal (x : n ⊕ n → ℂ) :
    timeReversal (timeReversal x) = -x := by
  unfold timeReversal
  rw [star_mulVec_conj, J_conj, star_star, mulVec_mulVec, J_sq, neg_mulVec, one_mulVec]
```

The overlap of $Tx$ with $y$ is
$$\langle Tx,y\rangle=(\overline{J\bar x})^{T}y=(Jx)^{T}y=x^{T}J^{T}y=-x^{T}Jy .$$
A unitary $W$ preserves overlaps. If it also commutes with $T$, then $\langle TWx,Wy\rangle=\langle WTx,Wy\rangle=\langle Tx,y\rangle$, so it must preserve the bilinear form $x^{T}Jy$. In the code `⬝ᵥ` does not conjugate, so the `star` on the left is written out.

```lean
/-- The overlap of a time-reversed state with another state is minus the symplectic form
`xᵀ J y`. -/
theorem overlap_timeReversal (x y : n ⊕ n → ℂ) :
    star (timeReversal x) ⬝ᵥ y = -(x ⬝ᵥ kramersJ n *ᵥ y) := by
  unfold timeReversal
  rw [star_mulVec_conj, J_conj, star_star, Matrix.dotProduct_mulVec, ← mulVec_transpose,
    J_transpose, neg_mulVec, neg_dotProduct, neg_neg]
```

## From all vectors to one matrix equation

Written out, commutation says $WJ\bar x=J\bar W\bar x$ for all $x$. Setting $x=\bar y$ gives $WJy=J\bar Wy$ for all $y$, hence
$$WJ=J\bar W .$$
Multiplying by $J$ on the left and on the right and using $J^2=-1$ turns this into
$$JW=\bar WJ .$$
The same multiplication leads back, so the two equations are equivalent.

The first step turns on `Matrix.toLin'`, Mathlib's linear equivalence between matrices and linear maps. Its injectivity says that two matrices with the same action on every vector are equal. It cannot be applied to the commutation condition as it stands, because both sides are antilinear in $x$. Evaluating the hypothesis at `star y` removes the conjugation and leaves two linear maps of $y$, which `LinearMap.ext` compares vector by vector. The two `calc` blocks are the multiplications by $J$.

```lean
/-- A matrix commutes with time reversal exactly when `J W = conj(W) J`. -/
theorem commutesWithT_iff (W : Matrix (n ⊕ n) (n ⊕ n) ℂ) :
    CommutesWithT W ↔ kramersJ n * W = W.map star * kramersJ n := by
  have hJ := J_sq (n := n)
  constructor
  · intro h
    -- testing on all vectors gives the matrix identity `W J = J conj(W)`
    have h1 : W * kramersJ n = kramersJ n * W.map star := by
      apply Matrix.toLin'.injective
      refine LinearMap.ext fun y => ?_
      have hy := h (star y)
      unfold timeReversal at hy
      rw [star_mulVec_conj, star_star, mulVec_mulVec, mulVec_mulVec] at hy
      rw [Matrix.toLin'_apply, Matrix.toLin'_apply]
      exact hy
    -- multiply by `J` from both sides and use `J² = -1`
    apply neg_injective
    calc -(kramersJ n * W) = kramersJ n * W * (kramersJ n * kramersJ n) := by
          rw [hJ, mul_neg, mul_one]
      _ = kramersJ n * (W * kramersJ n) * kramersJ n := by simp only [mul_assoc]
      _ = (kramersJ n * kramersJ n) * (W.map star * kramersJ n) := by
          rw [h1]; simp only [mul_assoc]
      _ = -(W.map star * kramersJ n) := by rw [hJ, neg_mul, one_mul]
  · intro h x
    have h1 : W * kramersJ n = kramersJ n * W.map star := by
      apply neg_injective
      calc -(W * kramersJ n) = (kramersJ n * kramersJ n) * (W * kramersJ n) := by
            rw [hJ, neg_mul, one_mul]
        _ = kramersJ n * (kramersJ n * W) * kramersJ n := by simp only [mul_assoc]
        _ = kramersJ n * W.map star * (kramersJ n * kramersJ n) := by
            rw [h]; simp only [mul_assoc]
        _ = -(kramersJ n * W.map star) := by rw [hJ, mul_neg, mul_one]
    unfold timeReversal
    rw [star_mulVec_conj, mulVec_mulVec, mulVec_mulVec, h1]
```

## Unitarity supplies the missing transpose

Transposing $W^\dagger W=1$ gives $W^{T}\bar W=1$, the form in which unitarity meets the equation above.

```lean
private lemma unitary_iff (W : Matrix (n ⊕ n) (n ⊕ n) ℂ) :
    W ∈ unitaryGroup (n ⊕ n) ℂ ↔ Wᵀ * W.map star = 1 := by
  rw [mem_unitaryGroup_iff']
  constructor
  · intro h
    have h' := congrArg Matrix.transpose h
    rw [transpose_mul, transpose_one] at h'
    exact h'
  · intro h
    have h' := congrArg Matrix.transpose h
    rw [transpose_mul, transpose_one] at h'
    exact h'
```

Let $W$ be unitary. If it commutes with $T$, then
$$W^{T}JW=W^{T}\bar WJ=J .$$
Conversely, let $W^{T}JW=J$. For square matrices a left inverse is also a right inverse, so $\bar WW^{T}=1$ and
$$JW=\bar WW^{T}JW=\bar WJ .$$
The lemma `mul_eq_one_comm` provides the exchange of the two factors, and the final `calc` is the last display.

```lean
/-- A unitary `W` commutes with time reversal if and only if it preserves the
symplectic form, `Wᵀ J W = J`. -/
theorem unitary_commutes_iff_symplectic {W : Matrix (n ⊕ n) (n ⊕ n) ℂ}
    (hW : W ∈ unitaryGroup (n ⊕ n) ℂ) :
    CommutesWithT W ↔ Wᵀ * kramersJ n * W = kramersJ n := by
  have hu := (unitary_iff W).1 hW
  have hu' : W.map star * Wᵀ = 1 := mul_eq_one_comm.1 hu
  rw [commutesWithT_iff]
  constructor
  · intro h
    rw [mul_assoc, h, ← mul_assoc, hu, one_mul]
  · intro h
    calc kramersJ n * W = (W.map star * Wᵀ) * (kramersJ n * W) := by rw [hu', one_mul]
      _ = W.map star * (Wᵀ * kramersJ n * W) := by simp only [mul_assoc]
      _ = W.map star * kramersJ n := by rw [h]
```

Without unitarity both directions fail, already for one pair. The matrix $W=2\cdot 1$ commutes with $T$, but $W^{T}JW=4J$. The matrix $W=\mathrm{diag}(2,\tfrac12)$ satisfies $W^{T}JW=J$, but
$$JW=\begin{pmatrix}0&\tfrac12\\-2&0\end{pmatrix}\neq\begin{pmatrix}0&2\\-\tfrac12&0\end{pmatrix}=\bar WJ .$$

Commutation can also serve as the hypothesis, with unitarity as a conclusion. If $W$ commutes with $T$ and $W^{T}JW=J$, then $W^{T}\bar WJ=J$. Cancelling $J$ on the right leaves $W^{T}\bar W=1$. Together with the previous theorem, this shows that any two of the three properties (unitary, symplectic, commuting with $T$) imply the third.

```lean
/-- A matrix that commutes with time reversal is unitary if and only if it preserves the
symplectic form. -/
theorem commuting_unitary_iff_symplectic {W : Matrix (n ⊕ n) (n ⊕ n) ℂ}
    (hT : CommutesWithT W) :
    W ∈ unitaryGroup (n ⊕ n) ℂ ↔ Wᵀ * kramersJ n * W = kramersJ n := by
  refine ⟨fun hW => (unitary_commutes_iff_symplectic hW).1 hT, fun h => ?_⟩
  rw [mul_assoc, (commutesWithT_iff W).1 hT, ← mul_assoc] at h
  -- cancel the invertible matrix `J` on the right
  have h2 := congrArg (fun M => M * kramersJ n) h
  simp only [mul_assoc, J_sq, mul_neg, mul_one, neg_inj] at h2
  exact (unitary_iff W).2 h2
```

## The group of pairing-preserving rotations

The compact symplectic group therefore consists of exactly those unitaries that commute with $T$. In electronic structure theory with a finite one-particle spinor basis, these are the orbital rotations that preserve the Kramers pairing together with its phase convention. With at least one pair present, the common phase factor $W=i\cdot 1$ is not among them: it leaves every physical state unchanged, but it reverses the sign in the relation between the two partners.

Mathlib's symplectic matrix `Matrix.J` has the opposite sign, $-J$. The sign cancels from the two sides of $W^{T}JW=J$, and the proof removes it with `neg_inj`.

```lean
/-- The compact symplectic group consists exactly of the unitary matrices that commute
with time reversal. -/
theorem mem_compactSymplecticGroup_iff (W : Matrix (n ⊕ n) (n ⊕ n) ℂ) :
    W ∈ compactSymplecticGroup n ↔ W ∈ unitaryGroup (n ⊕ n) ℂ ∧ CommutesWithT W := by
  have hJ : kramersJ n = -Matrix.J n ℂ := by
    simp [kramersJ, Matrix.J, fromBlocks_neg]
  rw [compactSymplecticGroup, Submonoid.mem_inf]
  refine and_congr_right fun hW => ?_
  rw [unitary_commutes_iff_symplectic hW, SymplecticGroup.mem_iff', hJ, mul_neg, neg_mul,
    neg_inj]
```

## One pair: determinant one

For a single pair write $W=\begin{pmatrix}a&b\\c&d\end{pmatrix}$. Then
$$W^{T}JW=\begin{pmatrix}a&c\\b&d\end{pmatrix}\begin{pmatrix}c&d\\-a&-b\end{pmatrix}=(ad-bc)\,J=\det(W)\,J .$$
A unitary $W$ thus commutes with $T$ exactly when $\det W=1$, which is the condition for a spin-½ rotation. The phase factor $W=i\cdot 1$ is unitary but has determinant $-1$, and it anticommutes with $T$.

In the proof, `hdet` relabels `Fin 1 ⊕ Fin 1` as `Fin 2` to obtain the formula $ad-bc$, and `key` checks the matrix identity entry by entry. Comparing the upper right entries of $\det(W)\,J$ and $J$ then gives $\det W=1$.

```lean
/-- For a single Kramers pair, a unitary commutes with time reversal if and only if its
determinant is one. -/
theorem single_pair_commutes_iff_det {W : Matrix (Fin 1 ⊕ Fin 1) (Fin 1 ⊕ Fin 1) ℂ}
    (hW : W ∈ unitaryGroup (Fin 1 ⊕ Fin 1) ℂ) :
    CommutesWithT W ↔ W.det = 1 := by
  have hdet : W.det = W (.inl 0) (.inl 0) * W (.inr 0) (.inr 0)
      - W (.inl 0) (.inr 0) * W (.inr 0) (.inl 0) := by
    let e : Fin 2 ≃ Fin 1 ⊕ Fin 1 := (finSumFinEquiv (m := 1) (n := 1)).symm
    have h0 : e 0 = .inl 0 := rfl
    have h1 : e 1 = .inr 0 := rfl
    rw [← Matrix.det_submatrix_equiv_self e W, Matrix.det_fin_two]
    simp only [Matrix.submatrix_apply, h0, h1]
  -- in two dimensions the symplectic form is rescaled by the determinant
  have key : Wᵀ * kramersJ (Fin 1) * W = W.det • kramersJ (Fin 1) := by
    rw [hdet]
    ext i j
    rcases i with i | i <;> rcases j with j | j <;> fin_cases i <;> fin_cases j <;>
      simp [kramersJ, Matrix.mul_apply, Fintype.sum_sum_type] <;> ring
  rw [unitary_commutes_iff_symplectic hW, key]
  constructor
  · intro h
    have h' := congrFun (congrFun h (.inl 0)) (.inr 0)
    simpa [kramersJ] using h'
  · intro h
    rw [h, one_smul]

end QuaternionicTimeReversal
```

```lean
#print axioms QuaternionicTimeReversal.overlap_timeReversal
#print axioms QuaternionicTimeReversal.commuting_unitary_iff_symplectic
#print axioms QuaternionicTimeReversal.mem_compactSymplecticGroup_iff
#print axioms QuaternionicTimeReversal.single_pair_commutes_iff_det
```

```
'QuaternionicTimeReversal.overlap_timeReversal' depends on axioms: [propext, Classical.choice, Quot.sound]
'QuaternionicTimeReversal.commuting_unitary_iff_symplectic' depends on axioms: [propext, Classical.choice, Quot.sound]
'QuaternionicTimeReversal.mem_compactSymplecticGroup_iff' depends on axioms: [propext, Classical.choice, Quot.sound]
'QuaternionicTimeReversal.single_pair_commutes_iff_det' depends on axioms: [propext, Classical.choice, Quot.sound]
```
